# The McGuire function has constant local energy at pairwise distinct positions

Particles on a line that attract each other only on contact move freely between collisions. A trial function for them must therefore have the same kinetic energy per unit amplitude in every ordering and at every spacing of the particles, if it is to be an exact eigenstate. With ħ = m = 1, positions x_1, …, x_N and a real parameter g, the McGuire function is

ψ(x) = exp(−(g/2) S(x)),  S(x) = Σ_{i<j} |x_i − x_j|.

At pairwise distinct positions it satisfies

−½ Σ_i ∂_i²ψ = −(g² N(N² − 1)/24) ψ.

Here g > 0 means attraction: the contact potential is −g δ(x_i − x_j), so the coupling usually written in front of +δ is −g. Exchanging two particles leaves ψ unchanged, so for identical particles without spin it describes bosons.

## One number for every configuration

A variational Monte Carlo code evaluates the local energy (Hψ)/ψ, with H the Hamiltonian. For this one-parameter function on an open line, without periodic images, a kinetic routine that uses analytic derivatives should return −g² N(N² − 1)/24 at every configuration without coincident particles, up to rounding. A value that changes with the configuration points to an error in that routine, for instance in the derivatives of the pair terms or in the sum over particles. A constant factor in ψ cancels in the ratio.

## From one moved particle to a sum over triples

Let n_i = Σ_k sign(x_i − x_k), with sign(0) = 0. This is the number of particles to the left of particle i minus the number to its right. Let the positions be pairwise distinct, and move particle i to a nearby t without reaching another particle. Each distance changes linearly:

|t − x_k| = |x_i − x_k| + sign(x_i − x_k)(t − x_i).

Summing over k ≠ i changes S by n_i (t − x_i), so along this coordinate

ψ = ψ(x) exp(−(g/2) n_i (t − x_i)),  ∂_i²ψ = (g n_i/2)² ψ.

Hence −½ Σ_i ∂_i²ψ = −(g²/8)(Σ_i n_i²) ψ.

To find Σ_i n_i², write s_ij = sign(x_i − x_j). For labels i, j, k that are not all equal,

s_ij s_ik + s_ji s_jk + s_ki s_kj = 1.

For three distinct points, the two outer ones contribute +1 each and the middle one −1. If exactly two labels agree, the remaining point contributes 1 and the other products vanish. For three equal labels the sum is 0. Over all N³ ordered triples, each of the three products sums to Σ_i n_i², so

3 Σ_i n_i² = N³ − N.

Inserting this gives the eigenvalue equation.

Now let particles i and j meet, with no other particle there. Their distance is +(t − x_i) on the right and −(t − x_i) on the left, while their term in n_i is zero. The slopes in x_i are therefore

−(g/2)(n_i + 1)ψ on the right,  −(g/2)(n_i − 1)ψ on the left,

and the slope jumps by −gψ.

## The derivation in Lean

`totalSeparation_update` isolates the pairs that contain the moved particle, and `mcGuire_update` turns the change of S into an exponential factor. In `mcGuire_derivatives`, `eventually_all` combines the neighbourhoods in which each distance is linear; the derivatives of the exponential then carry over to ψ. `three_body_identity` checks the possible orderings case by case, and `sum_imbalance_sq` sums over triples, using `Finset.sum_comm` to relabel. `mcGuire_eigenvalue_equation` joins the two results. In `mcGuire_cusp`, the step `key` treats both sides at once, with slope ε = ±1 for the distance to the partner.

```lean
import Mathlib

open Filter Topology

namespace McGuireJastrow

noncomputable section

variable {N : ℕ}

/-- The sum of the distances between all pairs of particles on the line. -/
def totalSeparation (x : Fin N → ℝ) : ℝ :=
  ∑ i, ∑ j, if i < j then |x i - x j| else 0

/-- The McGuire function `exp (-(g/2) ∑_{i<j} |x_i - x_j|)`. -/
def mcGuire (g : ℝ) (x : Fin N → ℝ) : ℝ :=
  Real.exp (-(g / 2) * totalSeparation x)

/-- The number of particles to the left of particle `i` minus the number to its right. -/
def imbalance (x : Fin N → ℝ) (i : Fin N) : ℝ :=
  ∑ k, Real.sign (x i - x k)

/-- The kinetic energy operator `-(1/2) ∑ ∂_i²` applied to `ψ`, at the configuration `x`. -/
def kineticEnergy (ψ : (Fin N → ℝ) → ℝ) (x : Fin N → ℝ) : ℝ :=
  -(1 / 2) * ∑ i, deriv (deriv fun t => ψ (Function.update x i t)) (x i)

/-- If moving particle `i` to `t` changes its distance to each other particle `k` by `f k`,
and `f i = 0`, then the total separation changes by the sum of the `f k`. -/
theorem totalSeparation_update (x : Fin N → ℝ) (i : Fin N) (t : ℝ) (f : Fin N → ℝ)
    (hi : f i = 0) (hf : ∀ k, k ≠ i → |t - x k| = |x i - x k| + f k) :
    totalSeparation (Function.update x i t) = totalSeparation x + ∑ k, f k := by
  -- only the pairs that contain particle `i` change
  have h : ∀ a b, (if a < b then |Function.update x i t a - Function.update x i t b| else 0)
      = (if a < b then |x a - x b| else 0)
        + ((if a = i then (if i < b then f b else 0) else 0)
          + (if b = i then (if a < i then f a else 0) else 0)) := by
    intro a b
    by_cases ha : a = i
    · by_cases hb : b = i
      · simp [ha, hb]
      · simp only [ha, Function.update_self, Function.update_of_ne hb, if_neg hb, if_true,
          hf b hb]
        split_ifs <;> ring
    · by_cases hb : b = i
      · have h1 := hf a ha
        rw [abs_sub_comm t, abs_sub_comm (x i)] at h1
        simp only [hb, Function.update_self, Function.update_of_ne ha, if_neg ha, if_true, h1]
        split_ifs <;> ring
      · simp only [Function.update_of_ne ha, Function.update_of_ne hb, if_neg ha, if_neg hb,
          add_zero]
  have h1 : ∑ a, ∑ b, (if a = i then (if i < b then f b else 0) else 0)
      = ∑ b, if i < b then f b else 0 := by
    rw [Finset.sum_comm]
    simp only [Finset.sum_ite_eq', Finset.mem_univ, if_true]
  have h2 : ∑ a, ∑ b, (if b = i then (if a < i then f a else 0) else 0)
      = ∑ a, if a < i then f a else 0 := by
    simp only [Finset.sum_ite_eq', Finset.mem_univ, if_true]
  unfold totalSeparation
  simp only [h, Finset.sum_add_distrib]
  rw [h1, h2, ← Finset.sum_add_distrib]
  congr 1
  refine Finset.sum_congr rfl fun k _ => ?_
  rcases lt_trichotomy i k with h | h | h
  · simp [h, lt_asymm h]
  · simp [← h, hi]
  · simp [h, lt_asymm h]

/-- If the distance from particle `i` to each other particle `k` changes at the rate `σ k` when
particle `i` moves to `t`, and `σ i = 0`, the McGuire function gains an exponential factor. -/
theorem mcGuire_update (g : ℝ) (x : Fin N → ℝ) (i : Fin N) (t : ℝ) (σ : Fin N → ℝ)
    (hi : σ i = 0) (h : ∀ k, k ≠ i → |t - x k| = |x i - x k| + σ k * (t - x i)) :
    mcGuire g (Function.update x i t)
      = mcGuire g x * Real.exp (-(g / 2) * (∑ k, σ k) * (t - x i)) := by
  have h1 := totalSeparation_update x i t (fun k => σ k * (t - x i)) (by simp [hi]) h
  unfold mcGuire
  rw [h1, ← Finset.sum_mul, ← Real.exp_add]
  congr 1
  ring

/-- Near a point `b` different from `a`, the distance to `a` is a linear function. -/
theorem abs_sub_eventually_linear {a b : ℝ} (h : b ≠ a) :
    ∀ᶠ t in 𝓝 b, |t - a| = |b - a| + Real.sign (b - a) * (t - b) := by
  rcases lt_or_gt_of_ne h with h | h
  · filter_upwards [eventually_lt_nhds h] with t ht
    rw [abs_of_neg (by linarith : t - a < 0), abs_of_neg (by linarith : b - a < 0),
      Real.sign_of_neg (by linarith : b - a < 0)]
    ring
  · filter_upwards [eventually_gt_nhds h] with t ht
    rw [abs_of_pos (by linarith : 0 < t - a), abs_of_pos (by linarith : 0 < b - a),
      Real.sign_of_pos (by linarith : 0 < b - a)]
    ring

/-- The derivative of an exponential `A exp (c (t - b))`. -/
theorem hasDerivAt_exponential (A c b t : ℝ) :
    HasDerivAt (fun t => A * Real.exp (c * (t - b))) (A * c * Real.exp (c * (t - b))) t := by
  have h := ((((hasDerivAt_id' t).sub_const b).const_mul c).exp).const_mul A
  exact h.congr_deriv (by ring)

/-- If no other particle sits at `x_i`, the first and second derivatives of the McGuire function
in `x_i` exist and are `-(g/2) n_i ψ` and `((g/2) n_i)² ψ`, with `n_i` the imbalance. -/
theorem mcGuire_derivatives (g : ℝ) (x : Fin N → ℝ) (i : Fin N)
    (h : ∀ k, k ≠ i → x k ≠ x i) :
    HasDerivAt (fun t => mcGuire g (Function.update x i t))
      (-(g / 2) * imbalance x i * mcGuire g x) (x i) ∧
    HasDerivAt (deriv fun t => mcGuire g (Function.update x i t))
      ((g / 2 * imbalance x i) ^ 2 * mcGuire g x) (x i) := by
  -- locally the function is a pure exponential in this coordinate
  have E : (fun t => mcGuire g (Function.update x i t)) =ᶠ[𝓝 (x i)]
      fun t => mcGuire g x * Real.exp (-(g / 2) * imbalance x i * (t - x i)) := by
    filter_upwards [eventually_all.2 fun k => eventually_imp_distrib_left.2
      fun hk : k ≠ i => abs_sub_eventually_linear (h k hk).symm] with t ht
    exact mcGuire_update g x i t (fun k => Real.sign (x i - x k)) (by simp) ht
  have D := hasDerivAt_exponential (mcGuire g x) (-(g / 2) * imbalance x i) (x i)
  refine ⟨((D (x i)).congr_of_eventuallyEq E).congr_deriv ?_, ?_⟩
  · rw [sub_self, mul_zero, Real.exp_zero]
    ring
  · have E' := E.deriv
    rw [funext fun t => (D t).deriv] at E'
    refine ((hasDerivAt_exponential _ _ _ _).congr_of_eventuallyEq E').congr_deriv ?_
    rw [sub_self, mul_zero, Real.exp_zero]
    ring

/-- Three-body identity: for three points on the line that do not all coincide, the products of
the signs of the separations seen from each point add up to one. -/
theorem three_body_identity (a b c : ℝ) (h : ¬(a = b ∧ b = c)) :
    Real.sign (a - b) * Real.sign (a - c) + Real.sign (b - a) * Real.sign (b - c)
      + Real.sign (c - a) * Real.sign (c - b) = 1 := by
  have hs : ∀ u v : ℝ, (u < v ∧ Real.sign (u - v) = -1 ∧ Real.sign (v - u) = 1) ∨
      (u = v ∧ Real.sign (u - v) = 0 ∧ Real.sign (v - u) = 0) ∨
      (v < u ∧ Real.sign (u - v) = 1 ∧ Real.sign (v - u) = -1) := by
    intro u v
    rcases lt_trichotomy u v with h | h | h
    · exact Or.inl ⟨h, Real.sign_of_neg (by linarith), Real.sign_of_pos (by linarith)⟩
    · exact Or.inr (Or.inl ⟨h, by simp [h], by simp [h]⟩)
    · exact Or.inr (Or.inr ⟨h, Real.sign_of_pos (by linarith), Real.sign_of_neg (by linarith)⟩)
  -- each ordering is impossible, a numerical check, or excluded by `h`
  rcases hs a b with ⟨h1, p1, q1⟩ | ⟨h1, p1, q1⟩ | ⟨h1, p1, q1⟩ <;>
  rcases hs b c with ⟨h2, p2, q2⟩ | ⟨h2, p2, q2⟩ | ⟨h2, p2, q2⟩ <;>
  rcases hs a c with ⟨h3, p3, q3⟩ | ⟨h3, p3, q3⟩ | ⟨h3, p3, q3⟩ <;>
  rw [p1, q1, p2, q2, p3, q3] <;>
  first
  | (exfalso; linarith)
  | (norm_num; done)
  | exact absurd ⟨h1, h2⟩ h

/-- For pairwise distinct positions the squared imbalances add up to `N (N² - 1) / 3`. -/
theorem sum_imbalance_sq (x : Fin N → ℝ) (hx : Function.Injective x) :
    ∑ i, imbalance x i ^ 2 = (N : ℝ) * ((N : ℝ) ^ 2 - 1) / 3 := by
  obtain ⟨s, hs⟩ : ∃ s : Fin N → Fin N → ℝ, ∀ i j, s i j = Real.sign (x i - x j) :=
    ⟨_, fun _ _ => rfl⟩
  have h1 : ∑ i, imbalance x i ^ 2 = ∑ i, ∑ j, ∑ k, s i j * s i k := by
    simp only [imbalance, ← hs, sq, Finset.sum_mul_sum]
  have h2 : ∑ i, ∑ j, ∑ k, s j i * s j k = ∑ i, ∑ j, ∑ k, s i j * s i k :=
    Finset.sum_comm
  have h3 : ∑ i, ∑ j, ∑ k, s k i * s k j = ∑ i, ∑ j, ∑ k, s i j * s i k :=
    (Finset.sum_congr rfl fun i _ => Finset.sum_comm).trans Finset.sum_comm
  -- every triple contributes one, except the `N` triples with three equal labels
  have h4 : ∀ i j k, s i j * s i k + s j i * s j k + s k i * s k j
      = 1 - (if i = j then (1 : ℝ) else 0) * (if j = k then (1 : ℝ) else 0) := by
    intro i j k
    by_cases h : i = j ∧ j = k
    · obtain ⟨rfl, rfl⟩ := h
      simp [hs]
    · have h0 : (if i = j then (1 : ℝ) else 0) * (if j = k then (1 : ℝ) else 0) = 0 := by
        rcases not_and_or.1 h with h' | h' <;> simp [h']
      rw [h0, sub_zero]
      simp only [hs]
      exact three_body_identity _ _ _ fun e => h ⟨hx e.1, hx e.2⟩
  have h5 : ∑ i, ∑ j, ∑ k, (s i j * s i k + s j i * s j k + s k i * s k j)
      = (N : ℝ) ^ 3 - N := by
    simp only [h4, Finset.sum_sub_distrib, ← Finset.mul_sum, Finset.sum_ite_eq,
      Finset.mem_univ, if_true, mul_one, Finset.sum_const, Finset.card_univ, Fintype.card_fin,
      nsmul_eq_mul]
    ring
  simp only [Finset.sum_add_distrib] at h5
  rw [h2, h3] at h5
  rw [h1]
  linarith

/-- At pairwise distinct positions the McGuire function satisfies
`-(1/2) ∑ ∂_i² ψ = -(g² N (N² - 1) / 24) ψ`. -/
theorem mcGuire_eigenvalue_equation (g : ℝ) (x : Fin N → ℝ) (hx : Function.Injective x) :
    kineticEnergy (mcGuire g) x
      = -(g ^ 2 * N * ((N : ℝ) ^ 2 - 1) / 24) * mcGuire g x := by
  have h : ∑ i, deriv (deriv fun t => mcGuire g (Function.update x i t)) (x i)
      = (g / 2) ^ 2 * mcGuire g x * ∑ i, imbalance x i ^ 2 := by
    rw [Finset.mul_sum]
    refine Finset.sum_congr rfl fun i _ => ?_
    rw [(mcGuire_derivatives g x i fun k hk e => hk (hx e)).2.deriv]
    ring
  rw [kineticEnergy, h, sum_imbalance_sq x hx]
  ring

/-- Cusp: where particles `i` and `j` meet and no other particle is present, the slopes of the
McGuire function in `x_i` from the right and from the left are `-(g/2) (n_i ± 1) ψ`, with `n_i` the
imbalance. -/
theorem mcGuire_cusp (g : ℝ) (x : Fin N → ℝ) (i j : Fin N) (hij : j ≠ i) (hc : x j = x i)
    (h : ∀ k, k ≠ i → k ≠ j → x k ≠ x i) :
    HasDerivWithinAt (fun t => mcGuire g (Function.update x i t))
      (-(g / 2) * (imbalance x i + 1) * mcGuire g x) (Set.Ici (x i)) (x i) ∧
    HasDerivWithinAt (fun t => mcGuire g (Function.update x i t))
      (-(g / 2) * (imbalance x i - 1) * mcGuire g x) (Set.Iic (x i)) (x i) := by
  -- on either side the distance to the partner is linear, with slope `ε`
  have key : ∀ (ε : ℝ) (s : Set ℝ), (∀ t ∈ s, |t - x i| = ε * (t - x i)) →
      HasDerivWithinAt (fun t => mcGuire g (Function.update x i t))
        (-(g / 2) * (imbalance x i + ε) * mcGuire g x) s (x i) := by
    intro ε s hs
    have E : (fun t => mcGuire g (Function.update x i t)) =ᶠ[𝓝[s] (x i)]
        fun t => mcGuire g x * Real.exp (-(g / 2) * (imbalance x i + ε) * (t - x i)) := by
      have hk : ∀ᶠ t in 𝓝 (x i), ∀ k, k ≠ i → k ≠ j →
          |t - x k| = |x i - x k| + Real.sign (x i - x k) * (t - x i) :=
        eventually_all.2 fun k => eventually_imp_distrib_left.2 fun h1 =>
          eventually_imp_distrib_left.2 fun h2 => abs_sub_eventually_linear (h k h1 h2).symm
      filter_upwards [hk.filter_mono nhdsWithin_le_nhds, self_mem_nhdsWithin] with t ht hts
      have hsum : ∑ k, (Real.sign (x i - x k) + if k = j then ε else 0)
          = imbalance x i + ε := by
        simp [imbalance, Finset.sum_add_distrib]
      rw [← hsum]
      refine mcGuire_update g x i t (fun k => Real.sign (x i - x k) + if k = j then ε else 0)
        (by simp [hij.symm]) fun k hki => ?_
      by_cases hkj : k = j
      · simp [hkj, hc, hs t hts]
      · simp only [if_neg hkj, add_zero]
        exact ht k hki hkj
    refine ((hasDerivAt_exponential _ _ _ _).hasDerivWithinAt.congr_of_eventuallyEq E
      (by simp)).congr_deriv ?_
    rw [sub_self, mul_zero, Real.exp_zero]
    ring
  refine ⟨key 1 _ fun t ht => ?_, (key (-1) _ fun t ht => ?_).congr_deriv (by ring)⟩
  · rw [abs_of_nonneg (sub_nonneg.2 ht), one_mul]
  · rw [abs_of_nonpos (sub_nonpos.2 ht), neg_one_mul]

end

end McGuireJastrow
```

```lean
#print axioms McGuireJastrow.mcGuire_eigenvalue_equation
-- 'McGuireJastrow.mcGuire_eigenvalue_equation' depends on axioms: [propext, Classical.choice, Quot.sound]
#print axioms McGuireJastrow.mcGuire_cusp
-- 'McGuireJastrow.mcGuire_cusp' depends on axioms: [propext, Classical.choice, Quot.sound]
```

## Distinct positions, one-sided slopes and the contact interaction

A configuration is a function `x : Fin N → ℝ`, and `Function.Injective x` says that no two particles coincide. `totalSeparation`, `mcGuire` and `imbalance` are S, ψ and n_i. `kineticEnergy` differentiates twice along each coordinate, with `Function.update x i t` placing particle i at t. Lean's `deriv` returns 0 where no derivative exists, but `mcGuire_derivatives` proves that the derivatives used here exist.

`mcGuire_eigenvalue_equation` holds for every real g and every N, including N = 0 and N = 1, where the energy is zero. It is stated without division by ψ; since ψ is an exponential and so positive, dividing by it gives the constant local energy.

`mcGuire_cusp` gives the two slopes as one-sided derivatives, on `Set.Ici (x i)` and `Set.Iic (x i)`. It requires that only i and j share the position; other particles may coincide elsewhere.

The step left to the reader is the one from these pointwise statements to an eigenstate of the Hamiltonian with the contact potential, which appears in the Lean code neither as an operator nor as a boundary condition. The jump −gψ is the one that this potential demands at a pair collision. Since ψ does not change when all particles shift together, it is not square-integrable over all positions on the line; for g > 0 it is square-integrable in the relative coordinates. Whether it is the ground state is a separate question.
